# The radial tail integral of an exponentially decaying spherical density

For real `b > 0` and any real `R`, the theorem evaluates the integral of r² exp(−br) from R to infinity as exp(−bR)(R²/b + 2R/b² + 2/b³). For R ≥ 0, multiplying by 4π gives the amount of the unnormalised spherical density exp(−br) lying outside a sphere of radius R; if the density is normalised to one over all space, that fraction is exp(−bR)(1 + bR + b²R²/2). The attempt gives an explicit antiderivative, checks its derivative, and shows that it tends to zero at infinity. It then applies the fundamental theorem of calculus on a half-line, using the fact that the integrand is nonnegative.

The failing Lean file:

```lean
import Mathlib

open MeasureTheory Set Filter Topology

namespace IntegralTail

noncomputable section

/-- The integral of `r² exp(-b r)` from `R` to infinity, for `b > 0`. -/
theorem integral_tail {b : ℝ} (hb : 0 < b) (R : ℝ) :
    ∫ r in Ioi R, r ^ 2 * Real.exp (-b * r) =
      Real.exp (-b * R) * (R ^ 2 / b + 2 * R / b ^ 2 + 2 / b ^ 3) := by
  -- an explicit antiderivative
  have hder : ∀ r ∈ Ici R, HasDerivAt
      (fun r : ℝ => -(Real.exp (-b * r) * (r ^ 2 / b + 2 * r / b ^ 2 + 2 / b ^ 3)))
      (r ^ 2 * Real.exp (-b * r)) r := by
    intro r _
    have h1 : HasDerivAt (fun r : ℝ => Real.exp (-b * r)) (Real.exp (-b * r) * (-b)) r :=
      ((hasDerivAt_id' r).const_mul (-b)).exp.congr_deriv (by ring)
    have h2 : HasDerivAt (fun r : ℝ => r ^ 2 / b + 2 * r / b ^ 2 + 2 / b ^ 3)
        (2 * r / b + 2 / b ^ 2) r :=
      ((((hasDerivAt_pow 2 r).div_const b).fun_add
        (((hasDerivAt_id' r).const_mul 2).div_const (b ^ 2))).add_const
          (2 / b ^ 3)).congr_deriv (by norm_num)
    exact (h1.fun_mul h2).fun_neg.congr_deriv (by field_simp; ring)
  -- it vanishes at infinity
  have hlim : Tendsto
      (fun r : ℝ => -(Real.exp (-b * r) * (r ^ 2 / b + 2 * r / b ^ 2 + 2 / b ^ 3)))
      atTop (𝓝 0) := by
    have hbr : Tendsto (fun r : ℝ => b * r) atTop atTop := tendsto_id.const_mul_atTop hb
    have t (n : ℕ) := (Real.tendsto_pow_mul_exp_neg_atTop_nhds_zero n).comp hbr
    have h := (((t 2).add ((t 1).const_mul 2)).add ((t 0).const_mul 2)).const_mul (-1 / b ^ 3)
    simp only [mul_zero, add_zero] at h
    refine h.congr fun r => ?_
    simp only [Function.comp_apply, neg_mul]
    field_simp
    ring
  rw [integral_Ioi_of_hasDerivAt_of_nonneg' hder (fun r _ => by positivity) hlim]
  ring

end

end IntegralTail
```

Messages:

```
Main.lean:37:4: error: No goals to be solved
```

Fix (accepted with no message):

```diff
@@ -35,5 +35,4 @@
     simp only [Function.comp_apply, neg_mul]
     field_simp
-    ring
   rw [integral_Ioi_of_hasDerivAt_of_nonneg' hder (fun r _ => by positivity) hlim]
   ring
```

Diagnosis. The message "No goals to be solved" points to the `ring` at the end of the proof of `hlim`, the limit at infinity. There `h.congr` leaves an equality to prove for each `r`: the combination of powers of `b * r` times exponentials, whose limit is already known, must equal the proposed antiderivative. After `simp only` unfolds the compositions and rewrites the negated products, `field_simp` clears the denominators and simplifies the two sides far enough to close the equality itself. The following `ring` therefore has no goal to work on, and Lean reports an error.

The algebra is sound; the proof merely has one step too many. The diff deletes that `ring`, so the proof of `hlim` ends with `field_simp`. The other calls to `ring` are unchanged, including the one after `field_simp` in the derivative calculation, where a goal does remain.
